# Projected energy and Rayleigh quotient in a two-state CI model

**Q.** My conventions are these. $H$ is the Hamiltonian matrix in an orthonormal configuration basis, $\Phi$ is the reference, and a trial vector $\Psi$ is in intermediate normalisation, $\Phi\cdot\Psi=1$. The projected energy is $E_p=\Phi\cdot H\Psi$, the Rayleigh quotient is $R=\Psi\cdot H\Psi/\Psi\cdot\Psi$, and the residual is $r=H\Psi-E_p\Psi$. Does the file use the same objects, and is this Nesbet's theorem?

**A.** It uses the same objects, but Nesbet's theorem also says which excitations of a determinant enter $E_p$ (singles and doubles for a two-body Hamiltonian, only doubles if the reference has no coupling to singles, as for a closed-shell or unrestricted Hartree–Fock determinant), and nothing here has orbitals or excitation ranks. The type `n` labels finitely many configurations, vectors are real, `⬝ᵥ` is the dot product and `*ᵥ` applies a matrix.

In Lean 4 with Mathlib:

```lean
import Mathlib

open Matrix

namespace ProjectedEnergy

noncomputable section

variable {n : Type*} [Fintype n]

/-- Projected energy `⟨Φ|H|Ψ⟩` of a trial vector `Ψ` on a reference `Φ`. -/
def projEnergy (H : Matrix n n ℝ) (Φ Ψ : n → ℝ) : ℝ := Φ ⬝ᵥ H *ᵥ Ψ

/-- Rayleigh quotient `⟨Ψ|H|Ψ⟩ / ⟨Ψ|Ψ⟩`. -/
def rayleigh (H : Matrix n n ℝ) (Ψ : n → ℝ) : ℝ := (Ψ ⬝ᵥ H *ᵥ Ψ) / (Ψ ⬝ᵥ Ψ)

/-- Residual `(H - E)Ψ` with `E` the projected energy. -/
def projResidual (H : Matrix n n ℝ) (Φ Ψ : n → ℝ) : n → ℝ :=
  H *ᵥ Ψ - projEnergy H Φ Ψ • Ψ

/-- `Ψ` is a nonzero vector with `HΨ = EΨ` for some energy `E`. -/
def IsEigenstate (H : Matrix n n ℝ) (Ψ : n → ℝ) : Prop :=
  Ψ ≠ 0 ∧ ∃ E : ℝ, H *ᵥ Ψ = E • Ψ
```

The normalisation is not built into `projEnergy`; it enters the theorems as the hypothesis `hn`. The general results do not assume that $H$ is symmetric. `IsEigenstate` accepts any real eigenvalue, not only the lowest.

**Q.** And the model?

**A.** The reference $\Phi=(1,0)$ has energy $0$, one excited configuration has energy $d$ of either sign, $K$ couples them, and $\Psi=(1,c)$. Energies are thus measured from the reference energy. The family $(1,c)$ omits vectors orthogonal to $\Phi$. `groundEnergy` is the number $E_0=(d-\sqrt{d^2+4K^2})/2$, and `threeState` serves as a counter-example.

```lean
/-- Two-state Hamiltonian: reference at energy `0`, excited configuration at energy `d`,
coupling `K`. -/
def twoState (K d : ℝ) : Matrix (Fin 2) (Fin 2) ℝ := !![0, K; K, d]

/-- The reference configuration `(1, 0)`. -/
def reference : Fin 2 → ℝ := ![1, 0]

/-- The trial vector `(1, c)` with excitation amplitude `c`. -/
def trial (c : ℝ) : Fin 2 → ℝ := ![1, c]

/-- The energy `(d - √(d² + 4K²)) / 2`. -/
def groundEnergy (K d : ℝ) : ℝ := (d - Real.sqrt (d ^ 2 + 4 * K ^ 2)) / 2

/-- A three-state Hamiltonian: the reference couples to one configuration, and a third
configuration at energy `8` is decoupled. -/
def threeState : Matrix (Fin 3) (Fin 3) ℝ := !![0, 1, 0; 1, 0, 0; 0, 0, 8]
```

**Q.** For an eigenvector I expect $E_p=R=E$. Is that proved in any dimension?

**A.** In any finite dimension. First, $\Psi\cdot\Psi=0$ would give $\Psi=0$ and then $\Phi\cdot\Psi=0\neq1$, so the denominator of $R$ is nonzero. The lemma `dotProduct_self_eq_zero` supplies the first implication.

```lean
/-- A vector in intermediate normalisation `⟨Φ|Ψ⟩ = 1` has nonzero squared norm. -/
theorem normSq_ne_zero {Φ Ψ : n → ℝ} (hn : Φ ⬝ᵥ Ψ = 1) : Ψ ⬝ᵥ Ψ ≠ 0 := by
  intro h0
  have hz : Ψ = 0 := dotProduct_self_eq_zero.1 h0
  rw [hz, dotProduct_zero] at hn
  exact zero_ne_one hn
```

If $H\Psi=E\Psi$, then $E_p=E\,\Phi\cdot\Psi=E$ and $R=E\,\Psi\cdot\Psi/\Psi\cdot\Psi=E$. The two rewriting chains are these two computations. The normalisation matters: with $\Phi\cdot\Psi=2$ the projection gives $2E$.

```lean
/-- If `HΨ = EΨ` and `⟨Φ|Ψ⟩ = 1`, both the projected energy and the Rayleigh quotient
equal `E`. -/
theorem energies_of_eigen (H : Matrix n n ℝ) {Φ Ψ : n → ℝ} {E : ℝ}
    (hn : Φ ⬝ᵥ Ψ = 1) (hE : H *ᵥ Ψ = E • Ψ) :
    projEnergy H Φ Ψ = E ∧ rayleigh H Ψ = E := by
  constructor
  · unfold projEnergy
    rw [hE, dotProduct_smul, hn, smul_eq_mul, mul_one]
  · unfold rayleigh
    rw [hE, dotProduct_smul, smul_eq_mul, mul_div_assoc, div_self (normSq_ne_zero hn), mul_one]
```

**Q.** The converse is what I doubt. Why should one scalar equation force an eigenvector?

**A.** In general it does not. Since $\Phi\cdot r=E_p-E_p\,\Phi\cdot\Psi=0$,
$$(\Psi-\Phi)\cdot r=\Psi\cdot r=\Psi\cdot H\Psi-E_p\,\Psi\cdot\Psi .$$
This is `num`. Dividing by $\Psi\cdot\Psi$ gives $R-E_p=(\Psi-\Phi)\cdot r/\Psi\cdot\Psi$.

```lean
/-- In intermediate normalisation, the Rayleigh quotient minus the projected energy is the
overlap of `Ψ - Φ` with the residual, divided by `⟨Ψ|Ψ⟩`. -/
theorem rayleigh_sub_projEnergy (H : Matrix n n ℝ) {Φ Ψ : n → ℝ} (hn : Φ ⬝ᵥ Ψ = 1) :
    rayleigh H Ψ - projEnergy H Φ Ψ = ((Ψ - Φ) ⬝ᵥ projResidual H Φ Ψ) / (Ψ ⬝ᵥ Ψ) := by
  -- the reference component of the residual vanishes
  have num : (Ψ - Φ) ⬝ᵥ projResidual H Φ Ψ
      = Ψ ⬝ᵥ H *ᵥ Ψ - projEnergy H Φ Ψ * (Ψ ⬝ᵥ Ψ) := by
    simp only [projResidual, projEnergy, sub_dotProduct, dotProduct_sub, dotProduct_smul,
      smul_eq_mul, hn]
    ring
  rw [num, rayleigh, sub_div, mul_div_assoc, div_self (normSq_ne_zero hn), mul_one]
```

A quotient with nonzero denominator vanishes exactly when its numerator does, so $R=E_p$ holds if and only if $(\Psi-\Phi)\cdot r=0$. That is orthogonality of the residual to one vector, which is weaker than $r=0$.

```lean
/-- In intermediate normalisation, the Rayleigh quotient equals the projected energy exactly
when `Ψ - Φ` is orthogonal to the residual. -/
theorem rayleigh_eq_projEnergy_iff (H : Matrix n n ℝ) {Φ Ψ : n → ℝ} (hn : Φ ⬝ᵥ Ψ = 1) :
    rayleigh H Ψ = projEnergy H Φ Ψ ↔ (Ψ - Φ) ⬝ᵥ projResidual H Φ Ψ = 0 := by
  have h := rayleigh_sub_projEnergy H hn
  constructor
  · intro e
    rw [e, sub_self] at h
    rcases div_eq_zero_iff.1 h.symm with h1 | h1
    · exact h1
    · exact absurd h1 (normSq_ne_zero hn)
  · intro e
    rw [e, zero_div] at h
    exact sub_eq_zero.1 h
```

**Q.** In what sense is $E_p$ unbounded? A large vector always gives a large number.

**A.** The vectors used all satisfy intermediate normalisation. Take $\Phi\cdot\Phi=1$, $\Phi\cdot\chi=0$ and $b=\Phi\cdot H\chi\neq0$ (`hΦ`, `hχ`, `hb`). Then $\Phi\cdot(\Phi+t\chi)=1$ for every $t$, and
$$E_p(t)=\Phi\cdot H\Phi+tb,$$
which is `key`. For a proposed bound $M$, the choice $t=(M-1-\Phi\cdot H\Phi)/b$ gives $E_p=M-1<M$. The theorem returns both the normalisation and the inequality for one $t$. With $b=0$ the function $E_p(t)$ is constant.

```lean
/-- If `H` couples a normalised reference `Φ` to an orthogonal direction `χ`, then below any
bound `M` lies the projected energy of some intermediately normalised vector `Φ + tχ`. -/
theorem projEnergy_unbounded (H : Matrix n n ℝ) {Φ χ : n → ℝ} (hΦ : Φ ⬝ᵥ Φ = 1)
    (hχ : Φ ⬝ᵥ χ = 0) (hb : Φ ⬝ᵥ H *ᵥ χ ≠ 0) (M : ℝ) :
    ∃ t : ℝ, Φ ⬝ᵥ (Φ + t • χ) = 1 ∧ projEnergy H Φ (Φ + t • χ) < M := by
  -- the projected energy is affine in t with nonzero slope
  have key : ∀ t : ℝ, projEnergy H Φ (Φ + t • χ) = Φ ⬝ᵥ H *ᵥ Φ + t * (Φ ⬝ᵥ H *ᵥ χ) := by
    intro t
    unfold projEnergy
    rw [Matrix.mulVec_add, Matrix.mulVec_smul, dotProduct_add, dotProduct_smul, smul_eq_mul]
  have cancel : ∀ x y : ℝ, y ≠ 0 → x / y * y = x := fun x y hy => by field_simp
  refine ⟨(M - 1 - Φ ⬝ᵥ H *ᵥ Φ) / (Φ ⬝ᵥ H *ᵥ χ), ?_, ?_⟩
  · rw [dotProduct_add, dotProduct_smul, hΦ, hχ, smul_zero, add_zero]
  · rw [key, cancel _ _ hb]
    linarith
```

**Q.** Now the two-state formulas. Are $Kc$ and $(2Kc+dc^2)/(1+c^2)$ derived or put in by hand?

**A.** They are derived from the matrix. Row by row, $H\Psi=(Kc,\;K+dc)$.

```lean
/-- The two-state Hamiltonian maps `(1, c)` to `(Kc, K + dc)`. -/
theorem twoState_mulVec (K d c : ℝ) : twoState K d *ᵥ trial c = ![K * c, K + d * c] := by
  ext i
  fin_cases i <;> simp [twoState, trial, Matrix.mulVec, dotProduct, Fin.sum_univ_two]
```

The first component is $E_p=Kc$. Next, $\Psi\cdot H\Psi=Kc+c(K+dc)=2Kc+dc^2$ is `h1`, and $\Psi\cdot\Psi=1+c^2$ is `h2`.

```lean
/-- For the trial vector `(1, c)` the projected energy is `Kc` and the Rayleigh quotient is
`(2Kc + dc²) / (1 + c²)`. -/
theorem twoState_energies (K d c : ℝ) :
    projEnergy (twoState K d) reference (trial c) = K * c ∧
    rayleigh (twoState K d) (trial c) = (2 * K * c + d * c ^ 2) / (1 + c ^ 2) := by
  constructor
  · unfold projEnergy
    rw [twoState_mulVec]
    simp [reference, dotProduct, Fin.sum_univ_two]
  · have h1 : trial c ⬝ᵥ ![K * c, K + d * c] = 2 * K * c + d * c ^ 2 := by
      simp [trial, dotProduct, Fin.sum_univ_two]
      ring
    have h2 : trial c ⬝ᵥ trial c = 1 + c ^ 2 := by
      simp [trial, dotProduct, Fin.sum_univ_two]
      ring
    unfold rayleigh
    rw [twoState_mulVec, h1, h2]
```

The eigenvalue equation has rows $Kc=E$ and $K+dc=Ec$. Multiplying the first by $c$ and subtracting the second eliminates $E$ and gives $Kc^2-dc-K=0$, which is `linear_combination c * h0 - h1`. Conversely, if the quadratic vanishes, $E=Kc$ satisfies both rows, and $(1,c)\neq0$ by its first component. None of these three statements needs $K\neq0$.

```lean
/-- The vector `(1, c)` is an eigenvector of the two-state Hamiltonian exactly when
`Kc² - dc - K = 0`. -/
theorem isEigenstate_trial_iff (K d c : ℝ) :
    IsEigenstate (twoState K d) (trial c) ↔ K * c ^ 2 - d * c - K = 0 := by
  constructor
  · rintro ⟨-, E, hE⟩
    rw [twoState_mulVec] at hE
    have h0 : K * c = E := by simpa [trial] using congrFun hE 0
    have h1 : K + d * c = E * c := by simpa [trial] using congrFun hE 1
    linear_combination c * h0 - h1
  · intro h
    refine ⟨?_, K * c, ?_⟩
    · intro h0
      have h1 := congrFun h0 0
      simp [trial] at h1
    · have h' : K + d * c = K * c * c := by linear_combination -h
      rw [twoState_mulVec]
      ext i
      fin_cases i
      · simp [trial]
      · simpa [trial] using h'
```

**Q.** Read me the main theorem, clause by clause.

**A.** Fix real $K\neq0$ and real $d$. First, `¬ BddBelow` says that the set of values of $E_p$ over all real $c$ has no lower bound; the proof takes $c=(M-1)/K$, where $Kc=M-1$. Second, for every $c$, $E_p=R$ holds exactly when $c=0$ or $(1,c)$ is an eigenvector. Because $1+c^2>0$, `eq_div_iff` turns the equation into $Kc(1+c^2)=2Kc+dc^2$, that is
$$c\,(Kc^2-dc-K)=0,$$
and `mul_eq_zero` splits the product. Third, $(1,0)$ is not an eigenvector, since the quadratic at $c=0$ equals $-K$. So $c=0$ is a separate case, where both energies are $0$. The proof works from the closed formulas and does not call the general lemmas.

```lean
/-- For nonzero coupling `K`, the projected energy of `(1, c)` is unbounded below in `c`; it
equals the Rayleigh quotient exactly when `c = 0` or `(1, c)` is an eigenvector; and the
vector at `c = 0` is not an eigenvector. -/
theorem twoState_projEnergy_main {K : ℝ} (d : ℝ) (hK : K ≠ 0) :
    ¬ BddBelow (Set.range fun c => projEnergy (twoState K d) reference (trial c)) ∧
    (∀ c, projEnergy (twoState K d) reference (trial c) = rayleigh (twoState K d) (trial c) ↔
      c = 0 ∨ IsEigenstate (twoState K d) (trial c)) ∧
    ¬ IsEigenstate (twoState K d) (trial 0) := by
  refine ⟨?_, ?_, ?_⟩
  · rintro ⟨M, hM⟩
    -- the amplitude (M - 1) / K undercuts any proposed bound M
    have h : M ≤ projEnergy (twoState K d) reference (trial ((M - 1) / K)) :=
      hM ⟨(M - 1) / K, rfl⟩
    rw [(twoState_energies K d _).1] at h
    have h2 : K * ((M - 1) / K) = M - 1 := by field_simp
    linarith
  · intro c
    have hpos : (0 : ℝ) < 1 + c ^ 2 := by positivity
    rw [(twoState_energies K d c).1, (twoState_energies K d c).2, isEigenstate_trial_iff,
      eq_div_iff hpos.ne']
    constructor
    · intro h
      -- clearing the denominator leaves c times the amplitude equation
      have h3 : c * (K * c ^ 2 - d * c - K) = 0 := by linear_combination h
      exact mul_eq_zero.1 h3
    · rintro (h | h)
      · rw [h]
        ring
      · linear_combination c * h
  · rw [isEigenstate_trial_iff]
    intro h
    exact hK (by linear_combination -h)
```

**Q.** Where is `hK` used?

**A.** In the first and third clauses. At $K=0$ the projected energy is identically $0$, hence bounded, and $(1,0)$ is an eigenvector with eigenvalue $0$. The proof of the middle clause never invokes `hK`.

**Q.** What does this say about electronic structure?

**A.** Methods that take the energy from projection on the reference, such as coupled cluster, fix the amplitudes by further projected equations, and this one-parameter, two-configuration model shows that, for $K\neq0$, minimising $E_p$ over the amplitude would have no solution. For $K\neq0$ the Rayleigh quotient over the same family does have a least value, $E_0$. Put $s=\sqrt{d^2+4K^2}$, which is positive for $K\neq0$. Expanding in powers of $c$ and using $s^2=d^2+4K^2$ gives
$$s\left[2Kc+dc^2-E_0(1+c^2)\right]=\left(\tfrac{s-d}{2}+Kc\right)^2+\left(K+\tfrac{s+d}{2}\,c\right)^2 .$$
The constant terms are both $s(s-d)/2$, the linear terms $2Ksc$, and the quadratic terms $s(s+d)c^2/2$. This identity is `key`. A negative bracket would make a sum of squares negative, so $R\ge E_0$. For attainment take $c=E_0/K$. Then $K(Kc^2-dc-K)=E_0^2-dE_0-K^2=0$, the vector is an eigenvector, and the main theorem gives $R=E_p=Kc=E_0$. `IsLeast` combines the bound and its attainment.

```lean
/-- For nonzero coupling `K`, the Rayleigh quotient of `(1, c)` has the least value
`(d - √(d² + 4K²)) / 2` over all amplitudes `c`. -/
theorem rayleigh_isLeast {K : ℝ} (d : ℝ) (hK : K ≠ 0) :
    IsLeast (Set.range fun c => rayleigh (twoState K d) (trial c)) (groundEnergy K d) := by
  obtain ⟨s, hs_def⟩ : ∃ s : ℝ, s = Real.sqrt (d ^ 2 + 4 * K ^ 2) := ⟨_, rfl⟩
  have hg : groundEnergy K d = (d - s) / 2 := by
    unfold groundEnergy
    rw [hs_def]
  have hs : s ^ 2 = d ^ 2 + 4 * K ^ 2 := by
    rw [hs_def]
    exact Real.sq_sqrt (by positivity)
  have hspos : 0 < s := by
    rw [hs_def]
    exact Real.sqrt_pos.2 (by positivity)
  rw [hg]
  constructor
  · -- attained at the eigenvector with amplitude E / K
    obtain ⟨c, hc⟩ : ∃ c : ℝ, K * c = (d - s) / 2 := ⟨(d - s) / 2 / K, by field_simp⟩
    have hE : ((d - s) / 2) ^ 2 - d * ((d - s) / 2) - K ^ 2 = 0 := by
      linear_combination (1 / 4) * hs
    have h1 : K * (K * c ^ 2 - d * c - K) = 0 := by
      linear_combination hE + (K * c + (d - s) / 2 - d) * hc
    have h2 : K * c ^ 2 - d * c - K = 0 := (mul_eq_zero.1 h1).resolve_left hK
    have h3 := ((twoState_projEnergy_main d hK).2.1 c).2
      (Or.inr ((isEigenstate_trial_iff K d c).2 h2))
    refine ⟨c, ?_⟩
    show rayleigh (twoState K d) (trial c) = (d - s) / 2
    rw [← h3, (twoState_energies K d c).1, hc]
  · rintro _ ⟨c, rfl⟩
    show (d - s) / 2 ≤ rayleigh (twoState K d) (trial c)
    have hpos : (0 : ℝ) < 1 + c ^ 2 := by positivity
    rw [(twoState_energies K d c).2, le_div_iff₀ hpos]
    -- s times the gap is a sum of two squares
    have key : s * (2 * K * c + d * c ^ 2 - (d - s) / 2 * (1 + c ^ 2))
        = ((s - d) / 2 + K * c) ^ 2 + (K + (s + d) / 2 * c) ^ 2 := by
      linear_combination (1 + c ^ 2) / 4 * hs
    by_contra hcon
    have hneg : 2 * K * c + d * c ^ 2 - (d - s) / 2 * (1 + c ^ 2) < 0 := by
      have := not_le.1 hcon
      linarith
    have h4 := mul_neg_of_pos_of_neg hspos hneg
    rw [key] at h4
    have h5 : 0 ≤ ((s - d) / 2 + K * c) ^ 2 + (K + (s + d) / 2 * c) ^ 2 := by positivity
    linarith
```

The statement concerns only the family $(1,c)$; that $E_0$ is the lowest eigenvalue of the matrix is familiar, but no theorem here states it. At $K=0$ and $d<0$ the result fails: $E_0=d$, while $R=dc^2/(1+c^2)>d$ for every $c$.

**Q.** Then the dichotomy depends on having only two states.

**A.** It already fails for three. With two states, $\Psi-\Phi=(0,c)$ and $r=(0,\;K+dc-Kc^2)$, so their overlap is a single product. With three, terms can cancel. For `threeState` with $\Phi=(1,0,0)$ and $\Psi=(1,2,1)$, one finds $H\Psi=(2,1,8)$, which is `hm`. Then $E_p=2$ and $R=(2+2+8)/6=2$. An eigenvalue would need $E=2$ from the first row and $2E=1$ from the second, a contradiction that `linarith` closes. Here $r=(0,-3,6)$ is nonzero and orthogonal to $(0,2,1)$.

```lean
/-- For the three-state Hamiltonian, the intermediately normalised vector `(1, 2, 1)` has equal
Rayleigh quotient and projected energy, yet is neither the reference nor an eigenvector. -/
theorem threeState_counterexample :
    (![1, 0, 0] : Fin 3 → ℝ) ⬝ᵥ ![1, 2, 1] = 1 ∧
    rayleigh threeState ![1, 2, 1] = projEnergy threeState ![1, 0, 0] ![1, 2, 1] ∧
    (![1, 2, 1] : Fin 3 → ℝ) ≠ ![1, 0, 0] ∧
    ¬ IsEigenstate threeState ![1, 2, 1] := by
  have hm : threeState *ᵥ ![1, 2, 1] = ![2, 1, 8] := by
    ext i
    fin_cases i <;> simp [threeState, Matrix.mulVec, dotProduct, Fin.sum_univ_succ]
  refine ⟨?_, ?_, ?_, ?_⟩
  · simp [dotProduct, Fin.sum_univ_succ]
  · unfold rayleigh projEnergy
    rw [hm]
    norm_num [dotProduct, Fin.sum_univ_succ]
  · intro h
    have h1 := congrFun h 1
    norm_num at h1
  · rintro ⟨-, E, hE⟩
    rw [hm] at hE
    have h0 : (2 : ℝ) = E := by simpa using congrFun hE 0
    have h1 : (1 : ℝ) = E * 2 := by simpa using congrFun hE 1
    linarith
```

**Q.** The general lemmas assume an eigenvector and a coupled direction. Is there a concrete case?

**A.** Take $K=2$, $d=3$, $c=2$. Then $\Phi\cdot\Psi=1$ and $H\Psi=(4,8)=4\Psi$, as `energies_of_eigen` requires. With $\chi=(0,1)$, the reference is normalised, $\Phi\cdot\chi=0$, and $\Phi\cdot H\chi=2\neq0$, as `projEnergy_unbounded` requires. For these numbers $E_0=(3-5)/2=-1$, so the energy $4$ lies above the minimum of $R$, and agreement of $E_p$ with $R$ does not identify the ground state.

```lean
/-- For `K = 2`, `d = 3` the vector `(1, 2)` is intermediately normalised with `HΨ = 4Ψ`, and
the normalised reference is orthogonal to `(0, 1)` and coupled to it by `H`. -/
theorem twoState_witness :
    reference ⬝ᵥ trial 2 = 1 ∧
    twoState 2 3 *ᵥ trial 2 = (4 : ℝ) • trial 2 ∧
    reference ⬝ᵥ reference = 1 ∧
    reference ⬝ᵥ ![0, 1] = 0 ∧
    reference ⬝ᵥ twoState 2 3 *ᵥ ![0, 1] ≠ 0 := by
  refine ⟨?_, ?_, ?_, ?_, ?_⟩
  · simp [reference, trial, dotProduct, Fin.sum_univ_two]
  · rw [twoState_mulVec]
    ext i
    fin_cases i <;> simp [trial] <;> norm_num
  · simp [reference, dotProduct, Fin.sum_univ_two]
  · simp [reference, dotProduct, Fin.sum_univ_two]
  · simp [reference, twoState, Matrix.mulVec, dotProduct, Fin.sum_univ_two]

end

end ProjectedEnergy
```

```lean
#print axioms ProjectedEnergy.projEnergy_unbounded
#print axioms ProjectedEnergy.twoState_projEnergy_main
#print axioms ProjectedEnergy.rayleigh_isLeast
#print axioms ProjectedEnergy.threeState_counterexample
```

```
'ProjectedEnergy.projEnergy_unbounded' depends on axioms: [propext, Classical.choice, Quot.sound]
'ProjectedEnergy.twoState_projEnergy_main' depends on axioms: [propext, Classical.choice, Quot.sound]
'ProjectedEnergy.rayleigh_isLeast' depends on axioms: [propext, Classical.choice, Quot.sound]
'ProjectedEnergy.threeState_counterexample' depends on axioms: [propext, Classical.choice, Quot.sound]
```
